# Tunnelling turns a left-handed molecule fully right-handed in a symmetric two-state model

A chiral molecule starts in its left-handed well, and tunnelling of strength $d>0$ connects this well to a right-handed one of equal energy. If these two states are all that matters, the molecule is found right-handed at time $t$ with probability

$$P(t)=\sin^2(dt),$$

and the first positive time at which $P=1$ is $t=\pi/(2d)$. If the wells differ in energy, $P$ stays below one at all times.

Here $\hbar=1$, so energies are inverse times. In the Lean code below, "racemization" stands for this coherent conversion, which is not racemization in the usual chemical sense: $P$ returns to zero at $\pi/d$, whereas a bulk sample that racemizes settles at equal amounts of both enantiomers.

## Even and odd combinations

Let $\psi_0$ and $\psi_1$ be the left and right amplitudes and $E$ the common energy of the wells. The Schrödinger equation $i\psi'=H\psi$ reads

$$i\psi_0'=E\psi_0-d\,\psi_1,\qquad i\psi_1'=-d\,\psi_0+E\psi_1 .$$

Inversion exchanges the wells, so the sum $s=\psi_0+\psi_1$ is the even amplitude and the difference $a=\psi_0-\psi_1$ the odd one. Adding and subtracting the equations gives

$$i s'=(E-d)s,\qquad i a'=(E+d)a .$$

The derivative of $e^{i(E-d)t}s(t)$ is $e^{i(E-d)t}\,[\,i(E-d)s-i(E-d)s\,]=0$, so $s(t)=e^{-i(E-d)t}s(0)$. In the same way $a(t)=e^{-i(E+d)t}a(0)$. For $\psi(0)=(1,0)$ both initial values are 1, hence

$$\psi_1=\frac{s-a}{2}=e^{-iEt}\,\frac{e^{idt}-e^{-idt}}{2}=i\,e^{-iEt}\sin(dt),\qquad \psi_0=\frac{s+a}{2}=e^{-iEt}\cos(dt).$$

Therefore $P=|\psi_1|^2=\sin^2(dt)$, which is 1 at $t=\pi/(2d)$. For $0<t<\pi/(2d)$ the angle $dt$ lies strictly between $0$ and $\pi/2$, its cosine is positive, and $P=1-\cos^2(dt)<1$.

In quantum mechanics this links a spectrum to a motion: for an isolated two-state molecule, the splitting $2d$ between the parity states fixes the conversion time.

## Wells of unequal energy

Now let the left well have energy $E+\varepsilon$ and the right well $E-\varepsilon$. Such an offset can stand for the parity-violating weak interaction or for chiral surroundings. Since $\psi'=-iH\psi$ and $H$ is Hermitian, $\frac{d}{dt}\psi^\dagger A\psi=i\,\psi^\dagger(HA-AH)\psi$ for any constant matrix $A$. This vanishes for $A=1$ and for $A=H-E$. From $\psi(0)=(1,0)$ it follows that

$$|\psi_0|^2+|\psi_1|^2=1,\qquad \varepsilon\,(|\psi_0|^2-|\psi_1|^2)-2d\,\mathrm{Re}(\psi_0^*\psi_1)=\varepsilon .$$

Inserting $|\psi_0|^2=1-P$ into the second equation gives $\varepsilon P=-d\,\mathrm{Re}(\psi_0^*\psi_1)$. Squaring, and using $(\mathrm{Re}\,z)^2\le|z|^2$, we find

$$\varepsilon^2P^2\le d^2(1-P)P .$$

If $P>0$, division by $P$ yields $(d^2+\varepsilon^2)P\le d^2$; if $P=0$, this holds trivially. For $\varepsilon\neq0$, the value $P=1$ would require $\varepsilon^2\le0$, so it never occurs.

## Numbers for $d=2$

Take $E=5$, $d=2$ and $t=\pi/12$. Then $s=e^{-i\pi/4}$ and $a=e^{-7i\pi/12}$, whose phases differ by $\pi/3$, so $P=|s-a|^2/4=(2-2\cos\frac{\pi}{3})/4=\frac14$. This agrees with $\sin^2(\pi/6)$. Conversion is first complete at $t=\pi/4\approx0.785$. With an offset $\varepsilon=\frac32$, the bound limits $P$ to $4/6.25=0.64$.

## The molecule as a two-component state

```lean
import Mathlib

open Complex Matrix
open scoped ComplexConjugate

namespace TunnellingRacemization

noncomputable section
```

The Hamiltonian is a complex $2\times2$ matrix with real parameters. Index `0` is the left well and index `1` the right.

```lean
/-- The two-well Hamiltonian with mean energy `E`, well energies `E + ε` (left) and `E - ε`
(right), and tunnelling matrix element `-d`. -/
def hamiltonian (E ε d : ℝ) : Matrix (Fin 2) (Fin 2) ℂ :=
  !![(E : ℂ) + ε, -(d : ℂ); -(d : ℂ), (E : ℂ) - ε]
```

The number `d` represents tunnelling through the barrier; it is postulated, not computed from a potential. With the matrix element written as $-d$, a positive $d$ puts the even state lowest when the wells have equal energy. The step from this matrix to a real molecule, namely that its full Hamiltonian and surroundings reduce to two isolated states, is an assumption.

```lean
/-- Spatial inversion, which exchanges the left and right wells. -/
def inversion : Matrix (Fin 2) (Fin 2) ℂ := !![0, 1; 1, 0]
```

This is the action of spatial inversion on the two states.

```lean
/-- A differentiable state `ψ` obeys the Schrödinger equation `i ψ' = H ψ` (with `ℏ = 1`). -/
def IsEvolution (H : Matrix (Fin 2) (Fin 2) ℂ) (ψ : ℝ → Fin 2 → ℂ) : Prop :=
  Differentiable ℝ ψ ∧ ∀ t, I • deriv ψ t = H *ᵥ ψ t
```

`IsEvolution H ψ` says that `ψ` is differentiable in real time and obeys $i\psi'=H\psi$ at every time, negative times included. The symbol `*ᵥ` applies a matrix to a vector.

```lean
/-- The squared modulus of the right-well amplitude at time `t`. -/
def rightProbability (ψ : ℝ → Fin 2 → ℂ) (t : ℝ) : ℝ := ‖ψ t 1‖ ^ 2
```

The squared modulus is a probability when the state is normalised, as it is for the start $(1,0)$. For a nonzero state that is not normalised, it must be divided by $|\psi_0|^2+|\psi_1|^2$.

```lean
/-- The state with left amplitude `exp(-iEt) cos(dt)` and right amplitude
`i exp(-iEt) sin(dt)`. -/
def tunnellingState (E d : ℝ) (t : ℝ) : Fin 2 → ℂ :=
  ![Complex.exp (-I * E * t) * Complex.cos (d * t),
    Complex.exp (-I * E * t) * (I * Complex.sin (d * t))]
```

These are the amplitudes found above, written down as an explicit candidate solution.

## Inversion symmetry means equal wells

```lean
variable {E ε d : ℝ} {ψ : ℝ → Fin 2 → ℂ}

/-- Inversion commutes with the Hamiltonian exactly when the two wells have equal energy. -/
theorem inversion_commutes_iff :
    inversion * hamiltonian E ε d = hamiltonian E ε d * inversion ↔ ε = 0 := by
  constructor
  · intro h
    have h01 : (E : ℂ) - ε = E + ε := by
      simpa [inversion, hamiltonian, Matrix.mul_apply, Fin.sum_univ_two] using
        congrFun (congrFun h 0) 1
    have h' : E - ε = E + ε := by exact_mod_cast h01
    linarith
  · rintro rfl
    ext i j
    fin_cases i <;> fin_cases j <;>
      simp [inversion, hamiltonian, Matrix.mul_apply, Fin.sum_univ_two]
```

Inversion is a symmetry of `hamiltonian E ε d` exactly when `ε = 0`. In one direction, the upper right entries of the two products are $E-\varepsilon$ and $E+\varepsilon$, and their equality forces $\varepsilon=0$. In the other, all four entries are compared.

## From the matrix equation to two phases

```lean
/-- A phase that grows linearly in time has a constant rate. -/
theorem hasDerivAt_linear (c : ℂ) (t : ℝ) : HasDerivAt (fun s : ℝ => c * (s : ℂ)) c t := by
  simpa using (hasDerivAt_id t).ofReal_comp.const_mul c
```

This supplies the derivative of the exponents.

```lean
/-- The Schrödinger equation written out for the left and right amplitudes. -/
theorem hasDerivAt_wells (h : IsEvolution (hamiltonian E ε d) ψ) (t : ℝ) :
    HasDerivAt (fun s => ψ s 0) (-I * ((E + ε) * ψ t 0 - d * ψ t 1)) t ∧
    HasDerivAt (fun s => ψ s 1) (-I * (-d * ψ t 0 + (E - ε) * ψ t 1)) t := by
  have hd := hasDerivAt_pi.1 (h.1 t).hasDerivAt
  have h0 : I * deriv ψ t 0 = (E + ε) * ψ t 0 + -d * ψ t 1 := by
    simpa [hamiltonian, Matrix.mulVec, dotProduct, Fin.sum_univ_two] using congrFun (h.2 t) 0
  have h1 : I * deriv ψ t 1 = -d * ψ t 0 + (E - ε) * ψ t 1 := by
    simpa [hamiltonian, Matrix.mulVec, dotProduct, Fin.sum_univ_two] using congrFun (h.2 t) 1
  exact ⟨(hd 0).congr_deriv (by linear_combination (-I) * h0 + deriv ψ t 0 * I_sq),
    (hd 1).congr_deriv (by linear_combination (-I) * h1 + deriv ψ t 1 * I_sq)⟩
```

The vector equation is split into its components. Each is multiplied by $-i$ to isolate the derivative, which `linear_combination` carries out with `I_sq`, the identity $i^2=-1$.

```lean
/-- An amplitude obeying `a' = -i w a` only acquires the phase factor `exp(-iwt)`. -/
theorem stationary_phase {a : ℝ → ℂ} {w : ℝ} (h : ∀ t, HasDerivAt a (-I * w * a t) t)
    (t : ℝ) : a t = Complex.exp (-I * w * t) * a 0 := by
  -- undoing the phase leaves a constant
  have hz : ∀ s : ℝ, HasDerivAt (fun s : ℝ => Complex.exp (I * w * s) * a s) 0 s := fun s =>
    ((hasDerivAt_linear (I * w) s).cexp.fun_mul (h s)).congr_deriv (by ring)
  have hc : Complex.exp (I * w * t) * a t = a 0 := by
    simpa using is_const_of_deriv_eq_zero (fun s => (hz s).differentiableAt)
      (fun s => (hz s).deriv) t 0
  have h0 : -I * w * t + I * w * t = 0 := by ring
  rw [← hc, ← mul_assoc, ← Complex.exp_add, h0, Complex.exp_zero, one_mul]
```

The lemma solves $a'=-iwa$ for any real frequency $w$; its `a` is a generic amplitude, not only the odd one. The fact `hz` is the vanishing derivative of $e^{iwt}a(t)$.

The device that finishes the argument is Mathlib's `is_const_of_deriv_eq_zero`: a differentiable function whose derivative is zero everywhere takes the same value at any two points. Applied at `t` and `0`, it turns a statement about rates into one about values. It also delivers uniqueness, since it applies to whatever solution is given, and no general theorem on differential equations is called. Differentiability is a separate hypothesis of this lemma because Mathlib sets `deriv` to zero where no derivative exists, so a step function has `deriv` equal to zero everywhere without being constant.

```lean
/-- For wells of equal energy, both amplitudes at time `t` in terms of arbitrary initial
amplitudes. -/
theorem well_amplitudes (h : IsEvolution (hamiltonian E 0 d) ψ) (t : ℝ) :
    ψ t 0 = Complex.exp (-I * E * t) *
      (Complex.cos (d * t) * ψ 0 0 + I * Complex.sin (d * t) * ψ 0 1) ∧
    ψ t 1 = Complex.exp (-I * E * t) *
      (I * Complex.sin (d * t) * ψ 0 0 + Complex.cos (d * t) * ψ 0 1) := by
  have hw := hasDerivAt_wells h
  -- the even and odd combinations evolve independently
  have hp := stationary_phase (a := fun s => ψ s 0 + ψ s 1) (w := E - d)
    (fun s => ((hw s).1.fun_add (hw s).2).congr_deriv (by push_cast; ring)) t
  have hm := stationary_phase (a := fun s => ψ s 0 - ψ s 1) (w := E + d)
    (fun s => ((hw s).1.fun_sub (hw s).2).congr_deriv (by push_cast; ring)) t
  have e1 : Complex.exp (-I * ((E - d : ℝ) : ℂ) * t) = Complex.exp (-I * E * t) *
      (Complex.cos (d * t) + Complex.sin (d * t) * I) := by
    rw [← Complex.exp_mul_I, ← Complex.exp_add]
    congr 1
    push_cast
    ring
  have e2 : Complex.exp (-I * ((E + d : ℝ) : ℂ) * t) = Complex.exp (-I * E * t) *
      (Complex.cos (-(d * t)) + Complex.sin (-(d * t)) * I) := by
    rw [← Complex.exp_mul_I, ← Complex.exp_add]
    congr 1
    push_cast
    ring
  rw [e1] at hp
  rw [e2, Complex.cos_neg, Complex.sin_neg] at hm
  constructor
  · linear_combination (hp + hm) / 2
  · linear_combination (hp - hm) / 2
```

Here `hp` and `hm` are the even and odd solutions, with frequencies $E-d$ and $E+d$. Euler's formula enters through `e1` and `e2`, and half the sum and half the difference return the well amplitudes. The result holds for any initial state and any real `d`.

## The probability and the first complete conversion

```lean
/-- Tunnelling racemization: for wells of equal energy and `d > 0`, a molecule starting in the
left well has right-well probability `sin²(dt)`, which first equals one, among positive times,
at `t = π/(2d)`. -/
theorem tunnelling_racemization (hd : 0 < d) (h : IsEvolution (hamiltonian E 0 d) ψ)
    (h0 : ψ 0 = ![1, 0]) :
    (∀ t, rightProbability ψ t = Real.sin (d * t) ^ 2) ∧
    IsLeast {t : ℝ | 0 < t ∧ rightProbability ψ t = 1} (Real.pi / (2 * d)) := by
  have hP : ∀ t, rightProbability ψ t = Real.sin (d * t) ^ 2 := by
    intro t
    have hR : ψ t 1 = Complex.exp ((-(E * t) : ℝ) * I) * (I * (Real.sin (d * t) : ℝ)) := by
      have hph : ((-(E * t) : ℝ) : ℂ) * I = -I * E * t := by push_cast; ring
      rw [(well_amplitudes h t).2, h0, hph]
      simp
    rw [rightProbability, hR, norm_mul, Complex.norm_exp_ofReal_mul_I, one_mul, norm_mul,
      Complex.norm_I, one_mul, Complex.norm_real, Real.norm_eq_abs, sq_abs]
  refine ⟨hP, ⟨by positivity, ?_⟩, ?_⟩
  · have hq : d * (Real.pi / (2 * d)) = Real.pi / 2 := by field_simp
    rw [hP, hq, Real.sin_pi_div_two, one_pow]
  · rintro t ⟨ht, h1⟩
    rw [hP] at h1
    by_contra hlt
    -- before a quarter period the cosine is still positive
    have hlt' := (lt_div_iff₀ (by positivity : 0 < 2 * d)).1 (not_le.1 hlt)
    have hpos : 0 < d * t := mul_pos hd ht
    have hcos : 0 < Real.cos (d * t) :=
      Real.cos_pos_of_mem_Ioo ⟨by linarith [Real.pi_pos], by linarith⟩
    nlinarith [Real.sin_sq_add_cos_sq (d * t)]
```

The theorem takes any evolution with `ε = 0`, `d > 0` and initial state $(1,0)$. Its first part is $P(t)=\sin^2(dt)$ for all real $t$, obtained by taking the norm of the right amplitude, in which the phase and the factor $i$ drop out. In the second part, `IsLeast` says that $\pi/(2d)$ belongs to the set of positive times with $P=1$ and that no member is smaller. An earlier member would have positive cosine (`hcos`), which contradicts $\sin^2+\cos^2=1$.

```lean
/-- The explicit tunnelling state starts in the left well and solves the Schrödinger equation
for wells of equal energy. -/
theorem tunnelling_racemization_witness (E d : ℝ) :
    IsEvolution (hamiltonian E 0 d) (tunnellingState E d) ∧
    tunnellingState E d 0 = ![1, 0] := by
  have hψ : ∀ t : ℝ, HasDerivAt (tunnellingState E d)
      ![Complex.exp (-I * E * t) * (-I * E) * Complex.cos (d * t) +
          Complex.exp (-I * E * t) * (-Complex.sin (d * t) * d),
        Complex.exp (-I * E * t) * (-I * E) * (I * Complex.sin (d * t)) +
          Complex.exp (-I * E * t) * (I * (Complex.cos (d * t) * d))] t := by
    intro t
    have hp := (hasDerivAt_linear (-I * E) t).cexp
    have hc : HasDerivAt (fun s : ℝ => Complex.cos (d * s)) (-Complex.sin (d * t) * d) t :=
      (Complex.hasDerivAt_cos _).comp t (hasDerivAt_linear d t)
    have hs : HasDerivAt (fun s : ℝ => Complex.sin (d * s)) (Complex.cos (d * t) * d) t :=
      (Complex.hasDerivAt_sin _).comp t (hasDerivAt_linear d t)
    exact hasDerivAt_pi.2 (Fin.forall_fin_two.2 ⟨hp.fun_mul hc, hp.fun_mul (hs.const_mul I)⟩)
  refine ⟨⟨fun t => (hψ t).differentiableAt, fun t => ?_⟩, by simp [tunnellingState]⟩
  rw [(hψ t).deriv]
  refine funext (Fin.forall_fin_two.2 ⟨?_, ?_⟩) <;>
    simp only [hamiltonian, tunnellingState, Matrix.mulVec, dotProduct, Fin.sum_univ_two,
      Pi.smul_apply, smul_eq_mul, Matrix.of_apply, Matrix.cons_val_zero, Matrix.cons_val_one,
      Complex.ofReal_zero]
  · linear_combination (-E * Complex.exp (-I * E * t) * Complex.cos (d * t)) * I_sq
  · linear_combination (Complex.exp (-I * E * t) *
      (Complex.cos (d * t) * d - I * E * Complex.sin (d * t))) * I_sq
```

Differentiating `tunnellingState` by the product rule shows that it solves the equation and starts on the left. The preceding theorem therefore speaks about an evolution that exists, for every real `E` and every `d > 0`.

## Conservation laws and incomplete conversion

```lean
/-- The squared norm and `ψ†(H - E)ψ` are conserved, also for wells of unequal energy. -/
theorem conserved (h : IsEvolution (hamiltonian E ε d) ψ) (t : ℝ) :
    conj (ψ t 0) * ψ t 0 + conj (ψ t 1) * ψ t 1 =
      conj (ψ 0 0) * ψ 0 0 + conj (ψ 0 1) * ψ 0 1 ∧
    ε * (conj (ψ t 0) * ψ t 0 - conj (ψ t 1) * ψ t 1) -
        d * (conj (ψ t 0) * ψ t 1 + conj (ψ t 1) * ψ t 0) =
      ε * (conj (ψ 0 0) * ψ 0 0 - conj (ψ 0 1) * ψ 0 1) -
        d * (conj (ψ 0 0) * ψ 0 1 + conj (ψ 0 1) * ψ 0 0) := by
  have hw := hasDerivAt_wells h
  have cL : ∀ s, HasDerivAt (fun s => conj (ψ s 0))
      (I * ((E + ε) * conj (ψ s 0) - d * conj (ψ s 1))) s := fun s =>
    (hw s).1.star.congr_deriv (by
      rw [← starRingEnd_apply]
      simp only [map_mul, map_sub, map_add, map_neg, conj_I, conj_ofReal]
      ring)
  have cR : ∀ s, HasDerivAt (fun s => conj (ψ s 1))
      (I * (-d * conj (ψ s 0) + (E - ε) * conj (ψ s 1))) s := fun s =>
    (hw s).2.star.congr_deriv (by
      rw [← starRingEnd_apply]
      simp only [map_mul, map_sub, map_add, map_neg, conj_I, conj_ofReal]
      ring)
  have hLL := fun s => (cL s).fun_mul (hw s).1
  have hRR := fun s => (cR s).fun_mul (hw s).2
  have hLR := fun s => (cL s).fun_mul (hw s).2
  have hRL := fun s => (cR s).fun_mul (hw s).1
  have hN := fun s => ((hLL s).fun_add (hRR s)).congr_deriv (g' := 0) (by ring)
  have hE := fun s => ((((hLL s).fun_sub (hRR s)).const_mul (ε : ℂ)).fun_sub
    (((hLR s).fun_add (hRL s)).const_mul (d : ℂ))).congr_deriv (g' := 0) (by ring)
  exact ⟨is_const_of_deriv_eq_zero (fun s => (hN s).differentiableAt) (fun s => (hN s).deriv) t 0,
    is_const_of_deriv_eq_zero (fun s => (hE s).differentiableAt) (fun s => (hE s).deriv) t 0⟩
```

The two conserved quantities are the squared norm and $\psi^\dagger(H-E)\psi$, for any initial state; when the state is normalised, the second is the mean energy relative to $E$. Instead of the commutator, the proof differentiates the four products of amplitudes and conjugates; `ring` confirms that the rates cancel, and `is_const_of_deriv_eq_zero` is used again.

```lean
/-- For a molecule starting in the left well, the right-well probability `P` satisfies
`(d² + ε²) P ≤ d²` at all times. -/
theorem transfer_bound (h : IsEvolution (hamiltonian E ε d) ψ) (h0 : ψ 0 = ![1, 0]) (t : ℝ) :
    (d ^ 2 + ε ^ 2) * rightProbability ψ t ≤ d ^ 2 := by
  have hL0 : ψ 0 0 = 1 := by simp [h0]
  have hR0 : ψ 0 1 = 0 := by simp [h0]
  obtain ⟨hN, hE⟩ := conserved h t
  rw [hL0, hR0] at hN hE
  have n := congrArg Complex.re hN
  have en := congrArg Complex.re hE
  simp only [add_re, sub_re, mul_re, add_im, sub_im, mul_im, conj_re, conj_im, ofReal_re,
    ofReal_im, one_re, one_im, zero_re, zero_im] at n en
  rw [rightProbability, Complex.sq_norm, Complex.normSq_apply]
  generalize (ψ t 0).re = a at *
  generalize (ψ t 0).im = b at *
  generalize (ψ t 1).re = x at *
  generalize (ψ t 1).im = y at *
  -- norm and energy conservation tie the transferred population to the coherence of the wells
  have key : ε * (x * x + y * y) = -d * (a * x + b * y) := by
    linear_combination -(en - ε * n) / 2
  have hr : 0 ≤ x * x + y * y := by nlinarith [sq_nonneg x, sq_nonneg y]
  rcases hr.eq_or_lt with hr | hr
  · rw [← hr, mul_zero]
    positivity
  · refine le_of_mul_le_mul_right ?_ hr
    have hq : (d ^ 2 + ε ^ 2) * (x * x + y * y) * (x * x + y * y) =
        d ^ 2 * (x * x + y * y) - (d * (a * y - b * x)) ^ 2 := by
      linear_combination (ε * (x * x + y * y) - d * (a * x + b * y)) * key +
        d ^ 2 * (x * x + y * y) * n
    linarith [sq_nonneg (d * (a * y - b * x))]
```

With $\psi_0=a+ib$ and $\psi_1=x+iy$, the equation `key` is $\varepsilon P=-d\,\mathrm{Re}(\psi_0^*\psi_1)$. The inequality used by hand becomes an identity in `hq`, where the discarded term $(d\,\mathrm{Im}(\psi_0^*\psi_1))^2$ appears explicitly. The cases $P=0$ and $P>0$ are separated before dividing by $P$.

For `ε ≠ 0`, assuming $P\ge1$ in this bound would give $d^2+\varepsilon^2\le d^2$, which is the contradiction in the last proof.

```lean
/-- If the wells differ in energy, a molecule starting in the left well never reaches the right
well with probability one. -/
theorem incomplete_transfer (hε : ε ≠ 0) (h : IsEvolution (hamiltonian E ε d) ψ)
    (h0 : ψ 0 = ![1, 0]) (t : ℝ) : rightProbability ψ t < 1 := by
  have hb := transfer_bound h h0 t
  have hpos : 0 < ε ^ 2 := by positivity
  by_contra hge
  nlinarith [mul_nonneg (by positivity : 0 ≤ d ^ 2 + ε ^ 2) (sub_nonneg.2 (not_lt.1 hge))]

end

end TunnellingRacemization
```

```lean
#print axioms TunnellingRacemization.inversion_commutes_iff
#print axioms TunnellingRacemization.tunnelling_racemization
#print axioms TunnellingRacemization.incomplete_transfer
```

```
'TunnellingRacemization.inversion_commutes_iff' depends on axioms: [propext, Classical.choice, Quot.sound]
'TunnellingRacemization.tunnelling_racemization' depends on axioms: [propext, Classical.choice, Quot.sound]
'TunnellingRacemization.incomplete_transfer' depends on axioms: [propext, Classical.choice, Quot.sound]
```
